# The Mueller pair block is positive semidefinite exactly when one of its two occupations is 0 or both are 1

In the Mueller approximation, the block of the reconstructed two-particle matrix on the product states `pq` and `qp` has the product ab of the two occupations on its diagonal and −√(ab) off it. The declaration `mueller_pairBlock_iff` states that, for real occupations a and b in [0,1], this 2×2 block is positive semidefinite if and only if ab is 0 or 1. The proof first turns positivity into the inequality |√(ab)| ≤ ab by an earlier lemma. It then means to drop the absolute value, since a square root is non-negative, and to finish with a second lemma, which says when √(ab) ≤ ab.

The first attempt, which Lean rejects:

```lean
import Mathlib

open Matrix

namespace PairBlockPositivity

noncomputable section

/-- The block of the reconstructed two-particle matrix on the product states `pq` and `qp`, for
occupations `a`, `b` and exchange factor `x`. -/
def pairBlock (a b x : ℝ) : Matrix (Fin 2) (Fin 2) ℝ := !![a * b, -x; -x, a * b]

/-- The Mueller exchange factor `√(ab)`, for occupations in `[0,1]`. -/
def muellerExchange (a b : ℝ) : ℝ := √(a * b)

/-- The quadratic form of the pair block splits into a symmetric part with weight `ab - x`
and an antisymmetric part with weight `ab + x`. -/
theorem pairBlock_quadratic (a b x : ℝ) (v : Fin 2 → ℝ) :
    v ⬝ᵥ (pairBlock a b x *ᵥ v) =
      (a * b - x) / 2 * (v 0 + v 1) ^ 2 + (a * b + x) / 2 * (v 0 - v 1) ^ 2 := by
  simp [pairBlock, Matrix.mulVec, dotProduct, Fin.sum_univ_two]
  ring

/-- The pair block is positive semidefinite exactly when `|x| ≤ ab`. -/
theorem pairBlock_posSemidef_iff (a b x : ℝ) :
    (pairBlock a b x).PosSemidef ↔ |x| ≤ a * b := by
  rw [Matrix.posSemidef_iff_dotProduct_mulVec, abs_le]
  constructor
  · rintro ⟨-, h⟩
    -- test with the symmetric and the antisymmetric pair state
    have h1 := h ![1, 1]
    have h2 := h ![1, -1]
    rw [star_trivial, pairBlock_quadratic] at h1 h2
    simp only [Matrix.cons_val_zero, Matrix.cons_val_one] at h1 h2
    constructor <;> linarith
  · rintro ⟨h1, h2⟩
    refine ⟨Matrix.IsHermitian.ext fun i j => ?_, fun v => ?_⟩
    · fin_cases i <;> fin_cases j <;> simp [pairBlock]
    · rw [star_trivial, pairBlock_quadratic]
      exact add_nonneg (mul_nonneg (by linarith) (sq_nonneg _))
        (mul_nonneg (by linarith) (sq_nonneg _))

/-- For occupations in `[0,1]`, the Mueller factor is at most `ab` exactly when `ab` is
0 or 1. -/
theorem muellerExchange_le_iff {a b : ℝ} (ha : a ∈ Set.Icc (0 : ℝ) 1)
    (hb : b ∈ Set.Icc (0 : ℝ) 1) :
    muellerExchange a b ≤ a * b ↔ a * b = 0 ∨ a * b = 1 := by
  have h0 : 0 ≤ a * b := mul_nonneg ha.1 hb.1
  have h1 : a * b ≤ 1 := by nlinarith [mul_nonneg (sub_nonneg.2 ha.2) hb.1, hb.2]
  unfold muellerExchange
  generalize a * b = t at h0 h1 ⊢
  constructor
  · intro h
    -- squaring gives t ≤ t², while t ≤ 1 gives the reverse
    have h2 := pow_le_pow_left₀ (Real.sqrt_nonneg t) h 2
    rw [Real.sq_sqrt h0] at h2
    have h3 : t * (t - 1) = 0 :=
      le_antisymm (by nlinarith [mul_nonneg h0 (sub_nonneg.2 h1)]) (by nlinarith)
    rcases mul_eq_zero.1 h3 with h4 | h4
    · exact Or.inl h4
    · exact Or.inr (by linarith)
  · rintro (rfl | rfl) <;> simp

/-- The Mueller pair block is positive semidefinite exactly when `ab` is 0 or 1. -/
theorem mueller_pairBlock_iff {a b : ℝ} (ha : a ∈ Set.Icc (0 : ℝ) 1)
    (hb : b ∈ Set.Icc (0 : ℝ) 1) :
    (pairBlock a b (muellerExchange a b)).PosSemidef ↔ a * b = 0 ∨ a * b = 1 := by
  rw [pairBlock_posSemidef_iff, abs_of_nonneg (Real.sqrt_nonneg _ : 0 ≤ muellerExchange a b)]
  exact muellerExchange_le_iff ha hb

end

end PairBlockPositivity
```

The error:

```
Main.lean:68:32: error: Tactic `rewrite` failed: Did not find an occurrence of the pattern
  |√(a * b)|
in the target expression
  |muellerExchange a b| ≤ a * b ↔ a * b = 0 ∨ a * b = 1

a b : ℝ
ha : a ∈ Set.Icc 0 1
hb : b ∈ Set.Icc 0 1
⊢ |muellerExchange a b| ≤ a * b ↔ a * b = 0 ∨ a * b = 1
```

The message says that `rw` looked for `|√(a * b)|` in a goal that contains `|muellerExchange a b|`. The two are equal by definition, but `rw` does not unfold an ordinary definition such as `muellerExchange` to find a match.

The pattern has the root in it despite the ascription `(Real.sqrt_nonneg _ : 0 ≤ muellerExchange a b)`. Lean checks an ascription by unfolding the definition, and this fixes the `_` as `a * b`, but the ascribed type is not kept in the term. What is left is `Real.sqrt_nonneg (a * b)`, whose own type is `0 ≤ √(a * b)`, and `abs_of_nonneg` takes its pattern from that type.

The repair states the inequality first, as `have h : 0 ≤ muellerExchange a b`. The same proof is accepted, again by unfolding, but `h` now carries the type as it was written. `abs_of_nonneg h` therefore rewrites `|muellerExchange a b|`, which is in the goal, and leaves the inequality that `muellerExchange_le_iff` is about.

Lean accepts the file once it reads:

```diff
@@ -66,5 +66,6 @@
     (hb : b ∈ Set.Icc (0 : ℝ) 1) :
     (pairBlock a b (muellerExchange a b)).PosSemidef ↔ a * b = 0 ∨ a * b = 1 := by
-  rw [pairBlock_posSemidef_iff, abs_of_nonneg (Real.sqrt_nonneg _ : 0 ≤ muellerExchange a b)]
+  have h : 0 ≤ muellerExchange a b := Real.sqrt_nonneg _
+  rw [pairBlock_posSemidef_iff, abs_of_nonneg h]
   exact muellerExchange_le_iff ha hb
 
```
